# Tetrahedral symmetry fixes all A2 to T1 dipole amplitudes by a single one

For a system with full tetrahedral symmetry, the theorem concerns the dipole amplitudes ⟨φ_j|D_i|ψ⟩ from an A2 state ψ to four T1 states φ_j. Both the dipole components D_i and the states φ_j are labelled by the vertices and sum to zero. A symmetry operation permutes the D_i in the same way as the vertices; it permutes the φ_j likewise, but also multiplies them by the sign of the permutation, and it multiplies ψ by that sign. The theorem says that each amplitude equals ⟨φ_0|D_0|ψ⟩ when i = j, and −1/3 of that value when i ≠ j. The symmetry operations are linear maps preserving the inner product on a complex space of any dimension, and the states need not be normalised. The proof first shows that amplitudes do not change when both labels are permuted together, so that all those with equal labels agree, as do all those with different labels. The zero sum of the dipole components then gives the factor −1/3.

This version doesn't compile in Lean 4 with Mathlib:

```lean
import Mathlib

open Equiv

namespace TetrahedralSelectionRules

noncomputable section

variable {V : Type*} [NormedAddCommGroup V] [InnerProductSpace ℂ V]

/-- The tetrahedral group acts by `U`, preserving inner products, and `D i` is the dipole
component towards vertex `i`: the components are permuted with the vertices and sum to zero. -/
structure IsDipole (U : Perm (Fin 4) →* (V →ₗ[ℂ] V)) (D : Fin 4 → V →ₗ[ℂ] V) : Prop where
  unitary : ∀ g x y, inner ℂ (U g x) (U g y) = inner ℂ x y
  covariant : ∀ g i x, U g (D i x) = D (g i) (U g x)
  sum_zero : ∑ i, D i = 0

/-- An A2 state is multiplied by the sign of each vertex permutation. -/
def IsA2 (U : Perm (Fin 4) →* (V →ₗ[ℂ] V)) (ψ : V) : Prop :=
  ∀ g, U g ψ = ((Perm.sign g : ℤ) : ℂ) • ψ

/-- T1 states, labelled by the vertices: they are permuted with an additional sign and sum
to zero. -/
def IsT1 (U : Perm (Fin 4) →* (V →ₗ[ℂ] V)) (φ : Fin 4 → V) : Prop :=
  (∀ g i, U g (φ i) = ((Perm.sign g : ℤ) : ℂ) • φ (g i)) ∧ ∑ i, φ i = 0

variable {U : Perm (Fin 4) →* (V →ₗ[ℂ] V)} {D : Fin 4 → V →ₗ[ℂ] V} {ψ : V} {φ : Fin 4 → V}

/-- All amplitudes from an A2 state to T1 states are fixed by a single one: they are equal when
the dipole and state labels agree, and -1/3 of that value when they differ. -/
theorem A2_to_T1_amplitudes (hD : IsDipole U D) (hψ : IsA2 U ψ) (hφ : IsT1 U φ)
    (i j : Fin 4) :
    inner ℂ (φ j) (D i ψ) = inner ℂ (φ 0) (D 0 ψ) * (if i = j then 1 else -1 / 3) := by
  -- the two signs cancel, so amplitudes are invariant under joint relabelling
  have inv : ∀ g i j, inner ℂ (φ (g j)) (D (g i) ψ) = inner ℂ (φ j) (D i ψ) := by
    intro g i j
    have h := hD.unitary g (φ j) (D i ψ)
    rw [hD.covariant, hψ g, hφ.1 g j, map_smul] at h
    rcases Int.units_eq_one_or (Perm.sign g) with hs | hs <;> rw [hs] at h <;>
      simpa using h
  have off : ∀ i j, i ≠ j → inner ℂ (φ j) (D i ψ) = inner ℂ (φ 0) (D 1 ψ) := by
    intro i j hij
    have ht : ∀ i j : Fin 4, i ≠ j → ∃ g : Perm (Fin 4), g 1 = i ∧ g 0 = j := by
      decide +kernel
    obtain ⟨g, rfl, rfl⟩ := ht i j hij
    exact inv g 1 0
  by_cases hij : i = j
  · subst hij
    have h := inv (Equiv.swap 0 i) 0 0
    rw [Equiv.swap_apply_left] at h
    simpa using h
  · -- the dipole components sum to zero
    have hsum : ∑ i, inner ℂ (φ 0) (D i ψ) = 0 := by
      rw [← inner_sum, ← LinearMap.sum_apply, hD.sum_zero]
      simp
    rw [Fin.sum_univ_four] at hsum
    rw [if_neg hij]
    linear_combination off i j hij + (1 / 3 : ℂ) * hsum
      - (1 / 3 : ℂ) * off 2 0 (by decide) - (1 / 3 : ℂ) * off 3 0 (by decide)

end

end TetrahedralSelectionRules
```

Lean reports:

```
Main.lean:35:34: error: Function expected at
  g
but this term has type
  ?m.76

Note: Expected a function because this term is being applied to the argument
  j
Main.lean:35:44: error: Function expected at
  g
but this term has type
  ?m.76

Note: Expected a function because this term is being applied to the argument
  i
Main.lean:33:85: error: unsolved goals
V : Type u_1
inst✝¹ : NormedAddCommGroup V
inst✝ : InnerProductSpace ℂ V
U : Perm (Fin 4) →* V →ₗ[ℂ] V
D : Fin 4 → V →ₗ[ℂ] V
ψ : V
φ : Fin 4 → V
hD : IsDipole U D
hψ : IsA2 U ψ
hφ : IsT1 U φ
i j : Fin 4
⊢ inner ℂ (φ j) ((D i) ψ) = inner ℂ (φ 0) ((D 0) ψ) * if i = j then 1 else -1 / 3
```

The repair, with which the file compiles:

```diff
@@ -33,5 +33,6 @@
     inner ℂ (φ j) (D i ψ) = inner ℂ (φ 0) (D 0 ψ) * (if i = j then 1 else -1 / 3) := by
   -- the two signs cancel, so amplitudes are invariant under joint relabelling
-  have inv : ∀ g i j, inner ℂ (φ (g j)) (D (g i) ψ) = inner ℂ (φ j) (D i ψ) := by
+  have inv : ∀ (g : Perm (Fin 4)) (i j : Fin 4),
+      inner ℂ (φ (g j)) (D (g i) ψ) = inner ℂ (φ j) (D i ψ) := by
     intro g i j
     have h := hD.unitary g (φ j) (D i ψ)
@@ -39,5 +40,6 @@
     rcases Int.units_eq_one_or (Perm.sign g) with hs | hs <;> rw [hs] at h <;>
       simpa using h
-  have off : ∀ i j, i ≠ j → inner ℂ (φ j) (D i ψ) = inner ℂ (φ 0) (D 1 ψ) := by
+  have off : ∀ i j : Fin 4, i ≠ j →
+      inner ℂ (φ j) (D i ψ) = inner ℂ (φ 0) (D 1 ψ) := by
     intro i j hij
     have ht : ∀ i j : Fin 4, i ≠ j → ∃ g : Perm (Fin 4), g 1 = i ∧ g 0 = j := by
@@ -51,5 +53,5 @@
     simpa using h
   · -- the dipole components sum to zero
-    have hsum : ∑ i, inner ℂ (φ 0) (D i ψ) = 0 := by
+    have hsum : ∑ i : Fin 4, inner ℂ (φ 0) (D i ψ) = 0 := by
       rw [← inner_sum, ← LinearMap.sum_apply, hD.sum_zero]
       simp
```

Cause. The first two messages concern the statement of `inv`, where `g` is introduced by `∀ g i j` without a type. Lean meets `g j` and `g i` while the type of `g` is still unknown, shown as `?m.76`, and so cannot treat `g` as a function. The type `Perm (Fin 4)` is not itself a function type, but its elements can be coerced to functions, and Lean can find that coercion only once it knows that `g` has this type. The later use of `g` in `hD.unitary g` comes too late, since it is in the proof and not in the statement.

The third message shows the theorem's original goal still open, with no `inv` among the hypotheses. It follows from the same failure and is not a separate mistake.

Writing `(g : Perm (Fin 4))` supplies the missing type and cures all three errors. The other annotations, on `i` and `j` in `inv` and `off` and on the summation index in `hsum`, are mere tidying, because the uses of `φ` and `D` already determine those types.
